# The vacuum field and potential step of a neutral slab in a periodic cell

Put a sheet of charge $-\sigma$ per unit area at $z=-d/2$ and a sheet $+\sigma$ at $z=d/2$, inside a cell of length $c>d$ whose two edges are held at the same potential. In Gaussian units the field rises by $4\pi$ times the surface charge at each sheet. If it is $E_0$ outside the pair, it is therefore $E_0-4\pi\sigma$ between the sheets and $E_0$ again beyond them. Equal edge potentials require the field to integrate to zero over the cell:

$$E_0\,c-4\pi\sigma d=0,\qquad E_0=\frac{4\pi\sigma d}{c}=\frac{4\pi m}{c},$$

where $m=\sigma d$ is the dipole per unit area. An isolated pair of sheets, with no applied field, has no field outside. Here the boundary condition forces one, and the potential slopes in the vacuum. Adding $4\pi mz/c$ to the potential removes the slope and leaves a step of $4\pi m$ across the pair.

## From two sheets to a continuous charge density

Let $\rho$ be a continuous charge density on $[-c/2,c/2]$, with total charge zero, that vanishes for $|z|\ge s$. Let $\phi''=-4\pi\rho$ and $\phi(-c/2)=\phi(c/2)$, and write

$$E=-\phi',\qquad m=\int_{-c/2}^{c/2}z\rho(z)\,dz .$$

The claim is that $E=4\pi m/c$ in the vacuum on both sides, and that $\phi+4\pi mz/c$ is constant on each side, with the right-hand value higher by $4\pi m$.

Since $E'=4\pi\rho$, integration between two planes $a\le b$ gives Gauss's law,

$$E(b)-E(a)=4\pi\int_a^b\rho\,dz .$$

A second relation comes from the combination $\phi+zE$. Its derivative is $-E+E+zE'=4\pi z\rho$, so

$$\bigl[\phi+zE\bigr]_a^b=4\pi\int_a^b z\rho\,dz .$$

If there is no charge between $a$ and $b$, both right-hand sides vanish, and $E$ and $\phi+zE$ each have the same value at the two planes.

Now take the whole cell, and for the moment allow a potential difference $U=\phi(c/2)-\phi(-c/2)$. Neutrality and Gauss's law give $E(c/2)=E(-c/2)$. The second relation becomes

$$U+\frac c2E(c/2)+\frac c2E(-c/2)=U+cE(c/2)=4\pi m,$$

so the edge field is $(4\pi m-U)/c$. Each vacuum region reaches its cell edge without meeting charge, so this is the field throughout both regions. Equal edge potentials mean $U=0$, and the field is $4\pi m/c$.

With this value of $E$, the combination $\phi+zE$ is exactly $\phi+4\pi mz/c$ in the vacuum, and it is constant on each side. The step between the plateaus is the difference between the edges,

$$\phi(c/2)-\phi(-c/2)+\frac{4\pi m}{c}\left(\frac c2+\frac c2\right)=4\pi m .$$

In periodic electronic-structure calculations of polar or asymmetric slabs, this is the electrostatics behind the dipole correction, here for a planar-averaged charge density that is held fixed. In a self-consistent calculation the density responds to the changed potential, and $m$ changes with it.

## The cell, its dipole and the corrected potential

The development needs only real analysis in one variable.

In Lean 4 with Mathlib:

```lean
import Mathlib

open Set MeasureTheory
open scoped Real

namespace SlabDipoleCorrection

noncomputable section
```

The physics enters through a structure that relates three real functions.

```lean
/-- Electrostatics of a planar-averaged cell `[-c/2, c/2]` in Gaussian units: the field `E` is
minus the derivative of the potential `φ`, and its own derivative is `4πρ`. -/
structure PoissonCell (c : ℝ) (ρ φ E : ℝ → ℝ) : Prop where
  charge_cont : ContinuousOn ρ (Icc (-(c / 2)) (c / 2))
  potential_cont : ContinuousOn φ (Icc (-(c / 2)) (c / 2))
  field_cont : ContinuousOn E (Icc (-(c / 2)) (c / 2))
  potential_deriv : ∀ z ∈ Ioo (-(c / 2)) (c / 2), HasDerivAt φ (-E z) z
  field_deriv : ∀ z ∈ Ioo (-(c / 2)) (c / 2), HasDerivAt E (4 * π * ρ z) z
```

`PoissonCell c ρ φ E` says that `φ` and `E` are a potential and a field belonging to the charge density `ρ`. The second-order Poisson equation is split into $\phi'=-E$ and $E'=4\pi\rho$, which fixes the Gaussian units and the sign of the field. The derivatives are required only in the open interval, because a two-sided derivative at an edge would involve values outside the cell. Continuity on the closed interval carries the information to the edges. The variation of the charge parallel to the surface has been averaged away, and the idealised sheets of the opening example have to be thought of as thin continuous layers.

```lean
/-- The dipole moment per unit area of the charge in the cell. -/
def dipole (c : ℝ) (ρ : ℝ → ℝ) : ℝ := ∫ z in (-(c / 2))..(c / 2), z * ρ z
```

The density is a charge per volume, so this integral is a dipole per unit area. It counts positive charge as positive; an electron number density would enter `ρ` with a minus sign.

```lean
/-- The potential with the linear term `4πmz/c` added, where `m` is the dipole of the cell. -/
def correctedPotential (c : ℝ) (ρ φ : ℝ → ℝ) (z : ℝ) : ℝ :=
  φ z + 4 * π * dipole c ρ / c * z
```

The added term depends on the density only through its dipole. The definition applies to any density and potential; the flat plateaus have to be proved.

## Two integrated laws

```lean
variable {c s a b : ℝ} {ρ φ E : ℝ → ℝ}

/-- Gauss's law: the field changes between two planes by `4π` times the charge between them. -/
theorem gauss_law (h : PoissonCell c ρ φ E) (ha : -(c / 2) ≤ a) (hab : a ≤ b)
    (hb : b ≤ c / 2) : E b - E a = 4 * π * ∫ z in a..b, ρ z := by
  have hs : Icc a b ⊆ Icc (-(c / 2)) (c / 2) := Icc_subset_Icc ha hb
  have hi : IntervalIntegrable (fun z => 4 * π * ρ z) volume a b :=
    (continuousOn_const.mul (h.charge_cont.mono hs)).intervalIntegrable_of_Icc hab
  rw [← intervalIntegral.integral_const_mul]
  exact (intervalIntegral.integral_eq_sub_of_hasDerivAt_of_le hab (h.field_cont.mono hs)
    (fun z hz => h.field_deriv z ⟨by linarith [hz.1], by linarith [hz.2]⟩) hi).symm
```

`gauss_law` is the fundamental theorem of calculus applied to `E` on $[a,b]$. The hypotheses `ha`, `hab` and `hb` place the two planes in order inside the cell, and the continuity of `ρ` makes the integrand integrable.

```lean
/-- The combination `φ + zE` changes between two planes by `4π` times the first moment of the
charge between them. -/
theorem first_moment_law (h : PoissonCell c ρ φ E) (ha : -(c / 2) ≤ a) (hab : a ≤ b)
    (hb : b ≤ c / 2) :
    (φ b + b * E b) - (φ a + a * E a) = 4 * π * ∫ z in a..b, z * ρ z := by
  have hs : Icc a b ⊆ Icc (-(c / 2)) (c / 2) := Icc_subset_Icc ha hb
  have hi : IntervalIntegrable (fun z => 4 * π * (z * ρ z)) volume a b :=
    (continuousOn_const.mul
      (continuousOn_id.mul (h.charge_cont.mono hs))).intervalIntegrable_of_Icc hab
  have hc : ContinuousOn (fun z => φ z + z * E z) (Icc a b) :=
    (h.potential_cont.mono hs).add (continuousOn_id.mul (h.field_cont.mono hs))
  -- the two terms containing the field cancel in the derivative
  have hd : ∀ z ∈ Ioo a b, HasDerivAt (fun z => φ z + z * E z) (4 * π * (z * ρ z)) z := by
    intro z hz
    have hz' : z ∈ Ioo (-(c / 2)) (c / 2) := ⟨by linarith [hz.1], by linarith [hz.2]⟩
    exact ((h.potential_deriv z hz').fun_add
      ((hasDerivAt_id' z).fun_mul (h.field_deriv z hz'))).congr_deriv (by ring)
  rw [← intervalIntegral.integral_const_mul]
  exact (intervalIntegral.integral_eq_sub_of_hasDerivAt_of_le hab hc hd hi).symm
```

The same theorem is applied here to $\phi+zE$. The step `hd` is the product rule: it produces $-E+E+z\cdot4\pi\rho$, and `ring` carries out the cancellation.

```lean
/-- Between two planes with no charge between them, both `E` and `φ + zE` keep their values. -/
theorem charge_free_region (h : PoissonCell c ρ φ E) (ha : -(c / 2) ≤ a) (hab : a ≤ b)
    (hb : b ≤ c / 2) (h0 : ∀ z ∈ Icc a b, ρ z = 0) :
    E b = E a ∧ φ b + b * E b = φ a + a * E a := by
  have h1 : ∫ z in a..b, ρ z = 0 := by
    rw [intervalIntegral.integral_congr (g := fun _ => (0 : ℝ))
      (fun z hz => h0 z (by rwa [uIcc_of_le hab] at hz))]
    simp
  have h2 : ∫ z in a..b, z * ρ z = 0 := by
    rw [intervalIntegral.integral_congr (g := fun _ => (0 : ℝ))
      (fun z hz => by
        have hz0 := h0 z (by rwa [uIcc_of_le hab] at hz)
        simp [hz0])]
    simp
  have g1 := gauss_law h ha hab hb
  have g2 := first_moment_law h ha hab hb
  rw [h1, mul_zero] at g1
  rw [h2, mul_zero] at g2
  exact ⟨by linarith, by linarith⟩
```

If the density vanishes on $[a,b]$, both integrals are zero, and the two laws turn into two conservation statements. The first will carry the field through the vacuum, the second the corrected potential.

## The vacuum field at a given potential difference

```lean
/-- For a neutral slab with an arbitrary potential difference `U` between the cell edges, the
vacuum field on both sides is `(4πm - U)/c`. -/
theorem vacuum_field_of_bias (hc : 0 < c) (h : PoissonCell c ρ φ E)
    (hneutral : ∫ z in (-(c / 2))..(c / 2), ρ z = 0)
    (hvac : ∀ z ∈ Icc (-(c / 2)) (c / 2), s ≤ |z| → ρ z = 0)
    {z : ℝ} (hz : z ∈ Icc (-(c / 2)) (c / 2)) (hsz : s ≤ |z|) :
    E z = (4 * π * dipole c ρ - (φ (c / 2) - φ (-(c / 2)))) / c := by
  -- neutrality makes the fields at the two edges equal
  have hE := gauss_law h le_rfl (by linarith : -(c / 2) ≤ c / 2) le_rfl
  rw [hneutral, mul_zero] at hE
  have hm := first_moment_law h le_rfl (by linarith : -(c / 2) ≤ c / 2) le_rfl
  change _ = 4 * π * dipole c ρ at hm
  have hedge : E (c / 2) = (4 * π * dipole c ρ - (φ (c / 2) - φ (-(c / 2)))) / c := by
    rw [eq_div_iff hc.ne']
    linear_combination hm + c / 2 * hE
  -- the field is carried unchanged from the nearer edge to `z`
  rcases le_total 0 z with h0 | h0
  · rw [abs_of_nonneg h0] at hsz
    have := (charge_free_region h hz.1 hz.2 le_rfl (fun t ht =>
      hvac t ⟨by linarith [ht.1, hz.1], ht.2⟩ (le_abs.2 (Or.inl (by linarith [ht.1]))))).1
    rw [← this, hedge]
  · rw [abs_of_nonpos h0] at hsz
    have := (charge_free_region h le_rfl hz.1 hz.2 (fun t ht =>
      hvac t ⟨ht.1, by linarith [ht.2, hz.2]⟩ (le_abs.2 (Or.inr (by linarith [ht.2]))))).1
    rw [this, ← hedge]
    linarith
```

The hypothesis `hneutral` is charge neutrality, and `hvac` says that the density vanishes at every point of the cell with $|z|\ge s$. No relation between $s$ and $c/2$ is assumed. If $s>c/2$, the cell has no such points and the statement is empty; the physically interesting case is $s<c/2$.

In the proof, `hE` is the equality of the edge fields and `hm` is the first-moment law for the whole cell. The `linear_combination` adds $c/2$ times the first to the second, which replaces $E(-c/2)$ by $E(c/2)$ and gives $U+cE(c/2)=4\pi m$. The case distinction on the sign of $z$ then selects the nearer edge, and `charge_free_region` transports the field from there to $z$.

The potential difference is arbitrary in this theorem. Choosing $U=4\pi m$ makes the vacuum field vanish, which is the situation that the linear term restores in a periodic cell.

## Flat plateaus and their step

```lean
/-- Dipole correction for a neutral slab in a periodic cell: the vacuum field is `4πm/c` on both
sides, and the corrected potential is flat on each side with a step of `4πm` from left to right. -/
theorem periodic_slab_dipole_correction (hc : 0 < c) (h : PoissonCell c ρ φ E)
    (hneutral : ∫ z in (-(c / 2))..(c / 2), ρ z = 0)
    (hvac : ∀ z ∈ Icc (-(c / 2)) (c / 2), s ≤ |z| → ρ z = 0)
    (hper : φ (-(c / 2)) = φ (c / 2)) :
    (∀ z ∈ Icc (-(c / 2)) (c / 2), s ≤ |z| → E z = 4 * π * dipole c ρ / c) ∧
    ∃ v : ℝ,
      (∀ z ∈ Icc (-(c / 2)) (c / 2), z ≤ -s → correctedPotential c ρ φ z = v) ∧
      (∀ z ∈ Icc (-(c / 2)) (c / 2), s ≤ z →
        correctedPotential c ρ φ z = v + 4 * π * dipole c ρ) := by
  have hfield : ∀ z ∈ Icc (-(c / 2)) (c / 2), s ≤ |z| → E z = 4 * π * dipole c ρ / c := by
    intro z hz hsz
    rw [vacuum_field_of_bias hc h hneutral hvac hz hsz, hper, sub_self, sub_zero]
  have hk : 4 * π * dipole c ρ / c * c = 4 * π * dipole c ρ := div_mul_cancel₀ _ hc.ne'
  refine ⟨hfield, correctedPotential c ρ φ (-(c / 2)), ?_, ?_⟩
  · intro z hz hsz
    have h2 := (charge_free_region h le_rfl hz.1 hz.2 (fun t ht =>
      hvac t ⟨ht.1, by linarith [ht.2, hz.2]⟩ (le_abs.2 (Or.inr (by linarith [ht.2]))))).2
    rw [hfield z hz (le_abs.2 (Or.inr (by linarith))),
      hfield (-(c / 2)) ⟨le_rfl, by linarith⟩ (le_abs.2 (Or.inr (by linarith [hz.1])))] at h2
    unfold correctedPotential
    linear_combination h2
  · intro z hz hsz
    have h2 := (charge_free_region h hz.1 hz.2 le_rfl (fun t ht =>
      hvac t ⟨by linarith [ht.1, hz.1], ht.2⟩ (le_abs.2 (Or.inl (by linarith [ht.1]))))).2
    rw [hfield z hz (le_abs.2 (Or.inl hsz)),
      hfield (c / 2) ⟨by linarith, le_rfl⟩ (le_abs.2 (Or.inl (by linarith [hz.2])))] at h2
    unfold correctedPotential
    linear_combination -h2 - hper + hk
```

The only new hypothesis is `hper`, the equality of the edge potentials. It stands for periodic boundary conditions on $\phi$; the matching condition on the field follows from neutrality. The first part of the conclusion gives the field at every vacuum point. The second provides one number `v`, the left plateau, such that the corrected potential equals `v` for $z\le-s$ and $v+4\pi m$ for $s\le z$, always within the cell. Nothing is said about the shape of the potential inside the slab.

The field formula `hfield` is the previous theorem with $U=0$. For the plateaus, the proof takes `v` to be the corrected potential at the left edge. On the left, the conservation of $\phi+zE$ between the edge and $z$ becomes the required equality once the field is replaced by its value. On the right, the same argument starts from the right edge, and `hper` together with `hk`, the identity $(4\pi m/c)\,c=4\pi m$, supplies the step.

## Constructing a potential with equal edge values

```lean
/-- Every continuous charge density has a potential and a field in the cell for which the
potential takes equal values at the two edges. -/
theorem exists_periodic_potential (hc : 0 < c) (hρ : Continuous ρ) :
    ∃ φ E : ℝ → ℝ, PoissonCell c ρ φ E ∧ φ (-(c / 2)) = φ (c / 2) := by
  -- integrate the charge twice
  obtain ⟨F, hF⟩ : ∃ F : ℝ → ℝ, ∀ z, HasDerivAt F (4 * π * ρ z) z :=
    ⟨fun u => ∫ x in (0 : ℝ)..u, 4 * π * ρ x, fun z =>
      ((continuous_const.mul hρ).integral_hasStrictDerivAt 0 z).hasDerivAt⟩
  have hFc : Continuous F := continuous_iff_continuousAt.2 fun z => (hF z).continuousAt
  obtain ⟨K, hK⟩ : ∃ K : ℝ → ℝ, ∀ z, HasDerivAt K (F z) z :=
    ⟨fun u => ∫ x in (0 : ℝ)..u, F x, fun z =>
      (hFc.integral_hasStrictDerivAt 0 z).hasDerivAt⟩
  have hKc : Continuous K := continuous_iff_continuousAt.2 fun z => (hK z).continuousAt
  -- a uniform field `-k` restores equal edge values
  obtain ⟨k, hk⟩ : ∃ k : ℝ, k * c = K (c / 2) - K (-(c / 2)) :=
    ⟨(K (c / 2) - K (-(c / 2))) / c, div_mul_cancel₀ _ hc.ne'⟩
  refine ⟨fun z => k * z - K z, fun z => F z - k, ⟨hρ.continuousOn, ?_, ?_, ?_, ?_⟩, ?_⟩
  · exact ((continuous_const.mul continuous_id).sub hKc).continuousOn
  · exact (hFc.sub continuous_const).continuousOn
  · intro z _
    exact (((hasDerivAt_id' z).const_mul k).fun_sub (hK z)).congr_deriv (by ring)
  · intro z _
    exact (hF z).sub_const k
  · change k * (-(c / 2)) - K (-(c / 2)) = k * (c / 2) - K (c / 2)
    linear_combination -hk

end

end SlabDipoleCorrection
```

The theorems so far take a potential and a field as given. This one constructs them for every density that is continuous on the whole real line, and so in particular for continuous neutral slabs. Neutrality is not needed here: a charged cell can also have equal edge potentials, but its edge fields then differ.

The construction integrates the charge to get $F$ with $F'=4\pi\rho$, and integrates again to get $K$ with $K'=F$. The potential $kz-K$ and the field $F-k$ satisfy both differential equations for any constant $k$. Equal edge values require

$$k=\frac{K(c/2)-K(-c/2)}{c},$$

which is the choice made in the proof. The constant $k$ is the freedom to superpose a uniform field, and the boundary condition uses it up.

```lean
#print axioms SlabDipoleCorrection.periodic_slab_dipole_correction
-- 'SlabDipoleCorrection.periodic_slab_dipole_correction' depends on axioms: [propext, Classical.choice, Quot.sound]
#print axioms SlabDipoleCorrection.exists_periodic_potential
-- 'SlabDipoleCorrection.exists_periodic_potential' depends on axioms: [propext, Classical.choice, Quot.sound]
```
